# An overdamped particle in a one-dimensional periodic potential has effective diffusivity D/(mean(exp u) · mean(exp(−u))), which is at most D

## Where does the slowdown come from if the mean of exp(u) is one?

I took a reduced potential u = U/(k_B T) of period 1, given by

exp(u(x)) = 1 + ε cos(2πx), with 0 < ε < 1.

The force averages to zero over a period, and the average of exp(u), which I think of as the resistance of the barriers, is exactly 1. So I expected an overdamped particle to keep its free diffusivity D at long times. The homogenization formula gives D√(1 − ε²) instead. What slows the particle down, and could another shape of u speed it up?

## The two averages count barriers and wells together

The average of exp(u) has no meaning by itself: adding a constant to u multiplies it by any positive number you like. Its product with the average of exp(−u) is independent of the zero of energy, and that product is never below one. No continuous periodic u speeds the particle up.

In your example, look for a periodic function c, the corrector, that makes exp(−u)(1 + c') constant. The choice

c(x) = ε sin(2πx)/(2π)

gives 1 + c' = exp(u), so the constant is 1. The other average is

∫₀¹ dx/(1 + ε cos(2πx)) = 1/√(1 − ε²),

and dividing D by it gives your D√(1 − ε²). As ε → 0 the potential flattens and D returns. As ε → 1 the well at x = 1/2 becomes bottomless and the diffusivity goes to zero.

**The general case.** Let u be continuous with period 1, and write A for the average of exp(u) over [0, 1] and B for the average of exp(−u). A corrector is a C1 function c of period 1 with

exp(−u)(1 + c') = K

for some constant K. Multiplying by exp(u) gives

1 + c' = K exp(u).

Integrate over the cell. The left side gives 1 + c(1) − c(0) = 1 and the right side gives KA, so K = 1/A.

A corrector exists, because we can write it down:

c(x) = ∫₀ˣ (exp(u(t))/A − 1) dt.

Its derivative is exp(u)/A − 1, which is continuous, and exp(−u)(1 + c') = 1/A. The integrand has period 1 and integral A/A − 1 = 0 over a cell, so c(x + 1) = c(x). Any two correctors have the same K, hence the same derivative, and differ by a constant.

The effective diffusivity is defined by

D_eff = D · mean(exp(−u)(1 + c'))/mean(exp(−u)).

The averaged function in the numerator is the constant K, so

D_eff = DK/B = D/(AB).

To compare this with D, expand a weighted square:

exp(−u)(exp(u) − A)² = exp(u) − 2A + A² exp(−u).

Its average is A − 2A + A²B = A(AB − 1). The left side is nonnegative and A > 0, so AB ≥ 1 and D_eff ≤ D for D > 0. If AB = 1, a continuous nonnegative function has zero integral and vanishes on the cell. Then exp(u) = A there, and by periodicity everywhere, so u is constant. Conversely, a constant u gives AB = exp(u) exp(−u) = 1.

**What the definition stands for.** For a C1 potential and the overdamped equation dX = −D u'(X) dt + √(2D) dW, the combination X + c(X) has no drift and stays within a bounded distance of X. Its variance grows at the long-time rate 2D_eff. This link to the stochastic motion is the usual reading of the formula; the Lean file starts from the formula itself.

For simulation, the result supplies a reference value for the long-time slope of the mean-square displacement in Brownian dynamics, for a single non-interacting particle in one dimension with constant D and no inertia.

**Why the potential itself has to be periodic.** Take u(x) = x, a constant force. A corrector would need 1 + c' = K exp(x) with c' periodic, which forces K = 0. Then c' = −1, and c is not periodic. So a continuous potential with a periodic force need not have a corrector.

## The statements in Lean

`cellMean f` is the integral of `f` over [0, 1], which fixes the period as the unit of length. The potential `u` is a real function, already divided by k_B T. The hypotheses `Continuous u` and `Function.Periodic u 1` ask for less than a differentiable potential.

`IsCorrector u c K` bundles the three conditions on a corrector: `smooth` says that c is C1, `periodic` that it has period 1, and `flux` that exp(−u)(1 + c') equals `K` at every point. `effectiveDiffusivity D u c` is the homogenization formula. It takes `c` as an argument, and its closed form is a theorem about correctors, not part of the definition.

Three theorems carry the result:

- `exists_corrector` says that every continuous potential of period 1 has a corrector with some constant.
- `corrector_unique` says that two correctors for the same potential share that constant and differ by an additive constant.
- `effective_diffusivity` says that, for `0 < D` and any corrector, D_eff equals D/(AB), is at most D, and equals D exactly when `∀ x y, u x = u y`, that is, when u is constant.

The model has one dimension, a constant D and a static potential. A net tilt, a position-dependent mobility and the ballistic motion of a particle with inertia lie beyond it.

```lean
import Mathlib

open Real

namespace PeriodicDriftDiffusion

noncomputable section

/-- The average of `f` over the unit cell `[0, 1]`. -/
def cellMean (f : ℝ → ℝ) : ℝ := ∫ x in (0 : ℝ)..1, f x

/-- `c` is a corrector for the reduced potential `u` with flux constant `K`: it is C1, has
period 1, and `exp (-u) (1 + c')` equals `K` everywhere. -/
structure IsCorrector (u c : ℝ → ℝ) (K : ℝ) : Prop where
  smooth : ContDiff ℝ 1 c
  periodic : Function.Periodic c 1
  flux : ∀ x, exp (-u x) * (1 + deriv c x) = K

/-- For continuous `u`, `D` times the average of `1 + c'` with Boltzmann weight `exp (-u)`. This is
the effective diffusivity when `c` is a corrector for `u`. -/
def effectiveDiffusivity (D : ℝ) (u c : ℝ → ℝ) : ℝ :=
  D * cellMean (fun x => exp (-u x) * (1 + deriv c x)) / cellMean (fun x => exp (-u x))

variable {u c : ℝ → ℝ} {K D : ℝ}

/-- For continuous `u` the cell average of `exp u` is positive. -/
theorem mean_exp_pos (hu : Continuous u) : 0 < cellMean (fun x => exp (u x)) :=
  intervalIntegral.intervalIntegral_pos_of_pos
    ((Real.continuous_exp.comp hu).intervalIntegrable _ _) (fun x => exp_pos (u x)) one_pos

/-- For a corrector, the local gradient `1 + c'` is `K exp u`. -/
theorem corrector_gradient (h : IsCorrector u c K) (x : ℝ) :
    1 + deriv c x = K * exp (u x) := by
  have hE : exp (u x) * exp (-u x) = 1 := by rw [← exp_add]; simp
  linear_combination exp (u x) * h.flux x - (1 + deriv c x) * hE

/-- The flux constant of a corrector is the reciprocal of the cell average of `exp u`. -/
theorem corrector_flux (h : IsCorrector u c K) : K = 1 / cellMean (fun x => exp (u x)) := by
  obtain ⟨hd, hc⟩ := contDiff_one_iff_deriv.mp h.smooth
  have h01 : c 1 = c 0 := by simpa using h.periodic 0
  -- by periodicity the mean gradient is one
  have key : ∫ x in (0 : ℝ)..1, (1 + deriv c x) = (1 + c 1) - (0 + c 0) :=
    intervalIntegral.integral_eq_sub_of_hasDerivAt (f := fun x => x + c x)
      (fun x _ => (hasDerivAt_id' x).fun_add (hd x).hasDerivAt)
      ((continuous_const.add hc).intervalIntegrable _ _)
  rw [funext (corrector_gradient h), intervalIntegral.integral_const_mul, h01] at key
  have h3 : K * cellMean (fun x => exp (u x)) = 1 := by
    unfold cellMean
    linarith
  have h4 : cellMean (fun x => exp (u x)) ≠ 0 := by
    intro h0
    rw [h0, mul_zero] at h3
    exact zero_ne_one h3
  rw [eq_div_iff h4, h3]

/-- Every continuous potential of period 1 has a corrector. -/
theorem exists_corrector (hu : Continuous u) (hp : Function.Periodic u 1) :
    ∃ c K, IsCorrector u c K := by
  obtain ⟨A, hA⟩ : ∃ A, A = cellMean (fun x => exp (u x)) := ⟨_, rfl⟩
  have hA0 : 0 < A := by rw [hA]; exact mean_exp_pos hu
  have he : Continuous (fun x => exp (u x)) := Real.continuous_exp.comp hu
  have hg : Continuous (fun x => exp (u x) / A - 1) := (he.div_const A).sub continuous_const
  have hder : ∀ x, HasDerivAt (fun y => ∫ t in (0 : ℝ)..y, (exp (u t) / A - 1))
      (exp (u x) / A - 1) x := fun x => (hg.integral_hasStrictDerivAt 0 x).hasDerivAt
  -- the integrand has zero mean, so its primitive is periodic
  have hz : ∫ t in (0 : ℝ)..1, (exp (u t) / A - 1) = 0 := by
    have hA' : ∫ t in (0 : ℝ)..1, exp (u t) = A := hA.symm
    rw [intervalIntegral.integral_sub ((he.div_const A).intervalIntegrable _ _)
      (continuous_const.intervalIntegrable _ _), intervalIntegral.integral_div, hA',
      div_self hA0.ne']
    simp
  have hgp : Function.Periodic (fun x => exp (u x) / A - 1) 1 := fun x => by
    simp only [hp x]
  refine ⟨fun y => ∫ t in (0 : ℝ)..y, (exp (u t) / A - 1), 1 / A, ?_, ?_, ?_⟩
  · refine contDiff_one_iff_deriv.mpr ⟨fun x => (hder x).differentiableAt, ?_⟩
    rw [funext fun x => (hder x).deriv]
    exact hg
  · intro x
    have h1 := intervalIntegral.integral_add_adjacent_intervals
      (hg.intervalIntegrable (μ := MeasureTheory.volume) 0 x)
      (hg.intervalIntegrable (μ := MeasureTheory.volume) x (x + 1))
    have h2 := hgp.intervalIntegral_add_eq x 0
    rw [zero_add, hz] at h2
    rw [h2, add_zero] at h1
    exact h1.symm
  · intro x
    have hE : exp (u x) * exp (-u x) = 1 := by rw [← exp_add]; simp
    rw [(hder x).deriv]
    linear_combination (1 / A) * hE

/-- Two correctors for the same potential have the same flux constant and differ by an
additive constant. -/
theorem corrector_unique {c₂ : ℝ → ℝ} {K₂ : ℝ} (h : IsCorrector u c K)
    (h₂ : IsCorrector u c₂ K₂) : K = K₂ ∧ ∃ a, ∀ x, c₂ x = c x + a := by
  have hK : K = K₂ := (corrector_flux h).trans (corrector_flux h₂).symm
  have hs : ∀ x, HasDerivAt (fun y => c₂ y - c y) (deriv c₂ x - deriv c x) x := fun x =>
    ((contDiff_one_iff_deriv.mp h₂.smooth).1 x).hasDerivAt.fun_sub
      ((contDiff_one_iff_deriv.mp h.smooth).1 x).hasDerivAt
  refine ⟨hK, c₂ 0 - c 0, fun x => ?_⟩
  have h0 := is_const_of_deriv_eq_zero (fun x => (hs x).differentiableAt) (fun x => by
    have e1 := corrector_gradient h x
    have e2 := corrector_gradient h₂ x
    rw [← hK] at e2
    rw [(hs x).deriv]
    linarith) x 0
  linarith

/-- For a continuous potential of period 1 the averages of `exp u` and `exp (-u)` have product
at least one, with equality exactly when `u` is constant. -/
theorem one_le_mean_mul_mean (hu : Continuous u) (hp : Function.Periodic u 1) :
    1 ≤ cellMean (fun x => exp (u x)) * cellMean (fun x => exp (-u x)) ∧
    (cellMean (fun x => exp (u x)) * cellMean (fun x => exp (-u x)) = 1 ↔
      ∀ x y, u x = u y) := by
  obtain ⟨A, hA⟩ : ∃ A, A = cellMean (fun x => exp (u x)) := ⟨_, rfl⟩
  obtain ⟨B, hB⟩ : ∃ B, B = cellMean (fun x => exp (-u x)) := ⟨_, rfl⟩
  have hA0 : 0 < A := by rw [hA]; exact mean_exp_pos hu
  rw [← hA, ← hB]
  have hA' : ∫ x in (0 : ℝ)..1, exp (u x) = A := hA.symm
  have hB' : ∫ x in (0 : ℝ)..1, exp (-u x) = B := hB.symm
  -- the integral of exp (-u) (exp u - A)^2 is A times the excess of A * B over one
  have hint : ∫ x in (0 : ℝ)..1, exp (-u x) * (exp (u x) - A) ^ 2 = A * (A * B - 1) := by
    have hpt : (fun x => exp (-u x) * (exp (u x) - A) ^ 2) =
        fun x => (exp (u x) - 2 * A) + A ^ 2 * exp (-u x) := by
      funext x
      have hE : exp (u x) * exp (-u x) = 1 := by rw [← exp_add]; simp
      linear_combination (exp (u x) - 2 * A) * hE
    have c1 : Continuous (fun x => exp (u x)) := by fun_prop
    have c2 : Continuous (fun x => exp (u x) - 2 * A) := by fun_prop
    have c3 : Continuous (fun x => A ^ 2 * exp (-u x)) := by fun_prop
    rw [hpt, intervalIntegral.integral_add (c2.intervalIntegrable _ _)
      (c3.intervalIntegrable _ _), intervalIntegral.integral_sub (c1.intervalIntegrable _ _)
      (continuous_const.intervalIntegrable _ _), intervalIntegral.integral_const,
      intervalIntegral.integral_const_mul, hA', hB', smul_eq_mul]
    ring
  refine ⟨?_, fun h => ?_, fun h => ?_⟩
  · have hn : 0 ≤ ∫ x in (0 : ℝ)..1, exp (-u x) * (exp (u x) - A) ^ 2 :=
      intervalIntegral.integral_nonneg zero_le_one (fun x _ => by positivity)
    rw [hint] at hn
    linarith [(mul_nonneg_iff_of_pos_left hA0).mp hn]
  · rw [h, sub_self, mul_zero] at hint
    -- a continuous nonnegative integrand with zero integral vanishes on the cell
    have hall : ∀ x, exp (u x) = A := by
      intro x
      obtain ⟨y, hy, hxy⟩ := hp.exists_mem_Ico₀ one_pos x
      rw [hxy]
      by_contra hne
      have hpos : 0 < ∫ x in (0 : ℝ)..1, exp (-u x) * (exp (u x) - A) ^ 2 :=
        intervalIntegral.integral_pos one_pos
          (Continuous.continuousOn (by fun_prop)) (fun x _ => by positivity)
          ⟨y, ⟨hy.1, hy.2.le⟩, mul_pos (exp_pos _)
            (lt_of_le_of_ne (sq_nonneg _) (pow_ne_zero 2 (sub_ne_zero.mpr hne)).symm)⟩
      exact hpos.ne' hint
    exact fun x y => Real.exp_injective ((hall x).trans (hall y).symm)
  · have h1 : (fun x => exp (u x)) = fun _ => exp (u 0) := funext fun x => by rw [h x 0]
    have h2 : (fun x => exp (-u x)) = fun _ => exp (-u 0) := funext fun x => by rw [h x 0]
    have h3 : ∀ r : ℝ, cellMean (fun _ => r) = r := fun r => by simp [cellMean]
    rw [hA, hB, h1, h2, h3, h3, ← exp_add, add_neg_cancel, exp_zero]

/-- With a corrector, the effective diffusivity is the flux constant times
`D / mean (exp (-u))`. -/
theorem effectiveDiffusivity_eq (h : IsCorrector u c K) :
    effectiveDiffusivity D u c = K * (D / cellMean (fun x => exp (-u x))) := by
  have h3 : cellMean (fun _ => K) = K := by simp [cellMean]
  simp only [effectiveDiffusivity, h.flux]
  rw [h3]
  ring

/-- For `D > 0` and a continuous potential of period 1 with corrector `c`, the effective
diffusivity is `D / (mean (exp u) mean (exp (-u)))`. It is at most `D`, with equality exactly
when `u` is constant. -/
theorem effective_diffusivity (hu : Continuous u) (hp : Function.Periodic u 1) (hD : 0 < D)
    (h : IsCorrector u c K) :
    effectiveDiffusivity D u c =
      D / (cellMean (fun x => exp (u x)) * cellMean (fun x => exp (-u x))) ∧
    effectiveDiffusivity D u c ≤ D ∧
    (effectiveDiffusivity D u c = D ↔ ∀ x y, u x = u y) := by
  obtain ⟨h1, h2⟩ := one_le_mean_mul_mean hu hp
  have hf : effectiveDiffusivity D u c =
      D / (cellMean (fun x => exp (u x)) * cellMean (fun x => exp (-u x))) := by
    rw [effectiveDiffusivity_eq h, corrector_flux h, div_mul_div_comm, one_mul]
  have hpos := lt_of_lt_of_le one_pos h1
  refine ⟨hf, ?_, ?_⟩
  · rw [hf, div_le_iff₀ hpos]
    exact le_mul_of_one_le_right hD.le h1
  · rw [hf, ← h2, div_eq_iff hpos.ne']
    constructor
    · intro h3
      exact mul_left_cancel₀ hD.ne' (by rw [mul_one]; exact h3.symm)
    · intro h3
      rw [h3, mul_one]

end

end PeriodicDriftDiffusion
```

```lean
#print axioms PeriodicDriftDiffusion.exists_corrector
#print axioms PeriodicDriftDiffusion.corrector_unique
#print axioms PeriodicDriftDiffusion.effective_diffusivity
```

```
'PeriodicDriftDiffusion.exists_corrector' depends on axioms: [propext, Classical.choice, Quot.sound]
'PeriodicDriftDiffusion.corrector_unique' depends on axioms: [propext, Classical.choice, Quot.sound]
'PeriodicDriftDiffusion.effective_diffusivity' depends on axioms: [propext, Classical.choice, Quot.sound]
```

## From the constant flux to the bound

`mean_exp_pos` gives A > 0, since the integral of a positive continuous function over [0, 1] is positive. `corrector_gradient` is the multiplication by exp(u); its `linear_combination` step uses exp(u) exp(−u) = 1.

`corrector_flux` integrates 1 + c'. The statement `key` applies the fundamental theorem of calculus to x + c(x), and periodicity, in the form `h01`, cancels the endpoint values of c. Substituting K exp(u) for the gradient leaves KA = 1.

`exists_corrector` uses the explicit integral above. `hder` differentiates it, and `hz` shows that the integrand has zero mean. The last three bullets of the proof check the three fields of `IsCorrector` in order. For periodicity, the integral up to x + 1 is split at x, and the second part equals the integral over [0, 1] because the integrand is periodic.

`corrector_unique` gets K = K₂ from two uses of `corrector_flux`. The derivative of c₂ − c is then zero, and `is_const_of_deriv_eq_zero` makes the difference constant, with the value c₂(0) − c(0).

`one_le_mean_mul_mean` contains the inequality. The identity `hint` is the average of the weighted square, A(AB − 1), obtained by the same expansion as above. Nonnegativity of the integral gives AB ≥ 1. For the equality case, `hp.exists_mem_Ico₀` moves an arbitrary point x into the cell. If exp(u) differed from A there, `intervalIntegral.integral_pos` would make the integral strictly positive, contradicting its value zero. Injectivity of the exponential then turns constant exp(u) into constant u. The converse evaluates both averages for a constant potential.

`effectiveDiffusivity_eq` replaces the numerator by the average of the constant K, which gives D_eff = K · D/B. The final theorem inserts K = 1/A. The bound follows from AB ≥ 1 on multiplying by the positive D, and in the equality case D is cancelled from D = D · AB, which leaves the condition AB = 1 already settled.
